# The density of N spinless fermions filling the lowest N orbitals of a hard-wall box integrates to N

The failing declaration, `integral_density`, says that the density of `N` spinless fermions in a one-dimensional hard-wall box of length `L > 0` integrates over the box to `N`. The fermions do not interact and occupy the standing waves `1` to `N`, one in each, so the density is the sum of the squares of these orbitals. The proof swaps the integral with the finite sum, which requires each squared orbital to be integrable. It then replaces each integral by one, since the orbitals are normalised, and adds up `N` ones.

This version doesn't compile in Lean 4 with Mathlib:

```lean
import Mathlib

open scoped Real

namespace IntegralDensity

noncomputable section

/-- The `j`-th standing wave, `j ≥ 1`, of a hard-wall box of length `L > 0`. -/
def orbital (L : ℝ) (j : ℕ) (x : ℝ) : ℝ := Real.sqrt (2 / L) * Real.sin (j * π * x / L)

/-- The energy of the `j`-th standing wave, `j ≥ 1`, in a box of length `L > 0`, with `ħ = m = 1`.
-/
def level (L : ℝ) (j : ℕ) : ℝ := (j * π / L) ^ 2 / 2

/-- The density of `N` spinless fermions in the orbitals `1, ..., N` of a box of length `L > 0`. -/
def density (L : ℝ) (N : ℕ) (x : ℝ) : ℝ := ∑ j ∈ Finset.Icc 1 N, orbital L j x ^ 2

/-- The phase `c π x / L` of a standing wave grows at the constant rate `c π / L`. -/
theorem hasDerivAt_phase (L c x : ℝ) :
    HasDerivAt (fun y : ℝ => c * π * y / L) (c * π / L) x :=
  (((hasDerivAt_id' x).const_mul (c * π)).div_const L).congr_deriv (by ring)

/-- A cosine with a non-zero whole number of half-waves in the box integrates to zero. -/
theorem integral_cos_halfwaves {L : ℝ} (hL : 0 < L) (m : ℤ) (hm : m ≠ 0) :
    ∫ x in (0 : ℝ)..L, Real.cos (m * π * x / L) = 0 := by
  have hm' : (m : ℝ) ≠ 0 := Int.cast_ne_zero.2 hm
  have hL' : L ≠ 0 := hL.ne'
  have hpi : π ≠ 0 := Real.pi_ne_zero
  have hd : ∀ x ∈ Set.uIcc 0 L, HasDerivAt
      (fun y : ℝ => L / (m * π) * Real.sin (m * π * y / L)) (Real.cos (m * π * x / L)) x := by
    intro x _
    exact ((hasDerivAt_phase L m x).sin.const_mul (L / (m * π))).congr_deriv (by field_simp)
  rw [intervalIntegral.integral_eq_sub_of_hasDerivAt hd
    (Continuous.intervalIntegrable (by fun_prop) _ _)]
  have e : (m : ℝ) * π * L / L = m * π := mul_div_cancel_right₀ _ hL'
  simp only [e, mul_zero, zero_div, Real.sin_zero, Real.sin_int_mul_pi, sub_self]

/-- The standing waves are orthonormal on the box: for `i ≥ 1` the overlap of orbitals `i`
and `j` is one if `i = j` and zero otherwise. -/
theorem orbital_orthonormal {L : ℝ} (hL : 0 < L) {i j : ℕ} (hi : 1 ≤ i) :
    ∫ x in (0 : ℝ)..L, orbital L i x * orbital L j x = if i = j then 1 else 0 := by
  have hs : Real.sqrt (2 / L) * Real.sqrt (2 / L) = 2 / L := Real.mul_self_sqrt (by positivity)
  -- a product of sines is a difference of cosines
  have hprod : ∀ x, orbital L i x * orbital L j x =
      (1 / L) * (Real.cos (((i : ℤ) - (j : ℤ) : ℤ) * π * x / L)
        - Real.cos (((i : ℤ) + (j : ℤ) : ℤ) * π * x / L)) := by
    intro x
    have e1 : (((i : ℤ) - (j : ℤ) : ℤ) : ℝ) * π * x / L = i * π * x / L - j * π * x / L := by
      push_cast; ring
    have e2 : (((i : ℤ) + (j : ℤ) : ℤ) : ℝ) * π * x / L = i * π * x / L + j * π * x / L := by
      push_cast; ring
    rw [e1, e2, Real.cos_sub, Real.cos_add]
    unfold orbital
    linear_combination (Real.sin (i * π * x / L) * Real.sin (j * π * x / L)) * hs
  have hc : ∀ m : ℤ, IntervalIntegrable (fun x : ℝ => Real.cos (m * π * x / L))
      MeasureTheory.volume 0 L := fun m => Continuous.intervalIntegrable (by fun_prop) _ _
  simp only [hprod]
  rw [intervalIntegral.integral_const_mul,
    intervalIntegral.integral_sub (hc ((i : ℤ) - j)) (hc ((i : ℤ) + j)),
    integral_cos_halfwaves hL ((i : ℤ) + j) (by omega)]
  by_cases h : i = j
  · subst h
    simp [hL.ne']
  · rw [integral_cos_halfwaves hL ((i : ℤ) - j) (by omega), if_neg h]
    simp

/-- For `j ≥ 1` the standing wave vanishes at both walls, is normalised, and solves the
free Schrödinger equation with energy `level L j`. -/
theorem orbital_eigenstate {L : ℝ} (hL : 0 < L) {j : ℕ} (hj : 1 ≤ j) :
    orbital L j 0 = 0 ∧ orbital L j L = 0 ∧ (∫ x in (0 : ℝ)..L, orbital L j x ^ 2) = 1 ∧
      ∀ x, -(1 / 2) * deriv (deriv (orbital L j)) x = level L j * orbital L j x := by
  refine ⟨by simp [orbital], ?_, ?_, ?_⟩
  · rw [orbital, mul_div_cancel_right₀ _ hL.ne', Real.sin_nat_mul_pi, mul_zero]
  · simp only [pow_two]
    rw [orbital_orthonormal hL hj, if_pos rfl]
  · intro x
    have h1 : deriv (orbital L j) = fun y : ℝ =>
        Real.sqrt (2 / L) * (Real.cos (j * π * y / L) * (j * π / L)) := by
      funext y
      have h : HasDerivAt (orbital L j)
          (Real.sqrt (2 / L) * (Real.cos (j * π * y / L) * (j * π / L))) y :=
        (hasDerivAt_phase L j y).sin.const_mul (Real.sqrt (2 / L))
      exact h.deriv
    have h2 := ((hasDerivAt_phase L j x).cos.mul_const (j * π / L)).const_mul
      (Real.sqrt (2 / L))
    rw [h1, h2.deriv]
    unfold orbital level
    ring

/-- The density integrates over the box to the number of fermions. -/
theorem integral_density {L : ℝ} (hL : 0 < L) (N : ℕ) :
    ∫ x in (0 : ℝ)..L, density L N x = N := by
  have hc : ∀ j, Continuous (orbital L j) := fun j => by unfold orbital; fun_prop
  unfold density
  rw [intervalIntegral.integral_finset_sum
      (fun j _ => ((hc j).pow 2).intervalIntegrable _ _),
    Finset.sum_congr rfl
      (fun j hj => (orbital_eigenstate hL (Finset.mem_Icc.1 hj).1).2.2.1)]
  simp

end

end IntegralDensity
```

The error:

```
Main.lean:96:6: warning: `intervalIntegral.integral_finset_sum` has been deprecated: Use `intervalIntegral.integral_finsetSum` instead
Main.lean:96:6: error: Tactic `rewrite` failed: Did not find an occurrence of the pattern
  ∫ (x : ℝ) in ?m.106..?m.107, ∑ i ∈ ?m.85, (orbital L i ^ 2) x ∂?m.105
in the target expression
  ∫ (x : ℝ) in 0..L, ∑ j ∈ Finset.Icc 1 N, orbital L j x ^ 2 = ↑N

L : ℝ
hL : 0 < L
N : ℕ
hc : ∀ (j : ℕ), Continuous (orbital L j)
⊢ ∫ (x : ℝ) in 0..L, ∑ j ∈ Finset.Icc 1 N, orbital L j x ^ 2 = ↑N
```

Diagnosis. The error says that `rw` did not find the left-hand side of the swapping lemma in the goal. Lean read the lemma's integrand off the integrability proof supplied to it. There `(hc j).pow 2` speaks of the function `orbital L j` squared as a whole, so the pattern contains `(orbital L i ^ 2) x`, whereas the goal has `orbital L j x ^ 2`, the square of a value. The two are equal by definition, but `rw` looks for the pattern's syntactic form and does not unfold the power of a function to find it.

The repair first states integrability as `hi`, with the integrand written `fun x : ℝ => orbital L j x ^ 2`. Lean accepts the old proof for it, because here it does check that the two forms agree by definition. Given `hi`, the lemma has the goal's form on its left-hand side, and the rewrite succeeds.

The warning is a separate matter: `intervalIntegral.integral_finset_sum` is a deprecated name, and changing it to `intervalIntegral.integral_finsetSum` is mere tidying.

This version goes through:

```diff
@@ -93,7 +93,8 @@
     ∫ x in (0 : ℝ)..L, density L N x = N := by
   have hc : ∀ j, Continuous (orbital L j) := fun j => by unfold orbital; fun_prop
+  have hi : ∀ j ∈ Finset.Icc 1 N, IntervalIntegrable (fun x : ℝ => orbital L j x ^ 2)
+      MeasureTheory.volume 0 L := fun j _ => ((hc j).pow 2).intervalIntegrable _ _
   unfold density
-  rw [intervalIntegral.integral_finset_sum
-      (fun j _ => ((hc j).pow 2).intervalIntegrable _ _),
+  rw [intervalIntegral.integral_finsetSum hi,
     Finset.sum_congr rfl
       (fun j hj => (orbital_eigenstate hL (Finset.mem_Icc.1 hj).1).2.2.1)]
```
